# A rational approximation to the Fermi function with all its poles on the imaginary axis

## Two poles at \(N=2\)

Let \(x=(\varepsilon-\mu)/k_{\mathrm B}T\) be the energy of a one-electron level measured from the chemical potential in units of temperature. For non-interacting electrons in equilibrium with a reservoir, its mean occupation is \(1/(1+e^x)\) for each spin state. Let a complex variable \(z\) take the place of \(x\), and replace \(e^z\) by

\[
R_2(z)=\left(\frac{1+z/4}{1-z/4}\right)^2 .
\]

The occupation then becomes a rational function,

\[
f_2(z)=\frac{1}{1+R_2(z)}=\frac{(1-z/4)^2}{(1+z/4)^2+(1-z/4)^2}=\frac12-\frac{4z}{16+z^2}.
\]

The second term is odd, so \(f_2(-z)=1-f_2(z)\): for real \(z\), a hole at \(-z\) is as likely as an electron at \(z\). The poles are at \(z=\pm4i\), on the imaginary axis. The exact Fermi function has its nearest poles at \(\pm i\pi\), so the approximate ones are in the right direction and somewhat too far out.

Larger \(N\) brings the nearest poles closer to \(\pm i\pi\). Writing \(e^z=\left(e^{z/2N}/e^{-z/2N}\right)^N\) and expanding both small exponentials to first order gives

\[
R_N(z)=\left(\frac{1+u}{1-u}\right)^N,\qquad u=\frac{z}{2N},\qquad N\ge1 .
\]

For non-interacting electrons, a rational approximation to the Fermi function with simple, non-real poles gives an approximate density matrix: a polynomial in the Hamiltonian (the constant \(\tfrac12\) at \(N=2\)) plus a combination of resolvents at complex energies. The poles say which energies these are. At \(N=1\) there are no poles and only the polynomial is left.

## What is stated

Clearing denominators, define

\[
D_N(z)=(1+u)^N+(1-u)^N,\qquad f_N(z)=\frac{(1-u)^N}{D_N(z)} .
\]

In the Lean file \(R_N\), \(D_N\) and \(f_N\) are `expApprox`, `poleDenominator` and `occupation`. All three take a natural number `N` and a complex `z`, which is dimensionless. The theorem `occupation_eq` says that \(f_N=1/(1+R_N)\) whenever \(z\ne2N\). At \(z=2N\) the cleared form gives \(f_N=0\), the value that belongs there because \(R_N\) has a pole.

The results, for \(N\ge1\), are these.

- **Particle-hole symmetry** (`occupation_neg`): \(f_N(-z)=1-f_N(z)\) at every complex \(z\) with \(D_N(z)\ne0\). By `occupation_real` this includes every real \(x\), without a bound such as \(|x|<2N\).
- **Convergence** (`occupation_tendsto`): \(f_N(z)\to1/(1+e^z)\) wherever \(1+e^z\ne0\), which again includes the real line.
- **Poles** (`re_eq_zero_of_pole`, `pole_iff`): every zero of \(D_N\) is purely imaginary, and the zeros are exactly
\[
z=2N\,i\tan\theta_k,\qquad \theta_k=\frac{(2k+1)\pi}{2N},\qquad k\in\mathbb Z,\quad \cos\theta_k\ne0 .
\]
- **Matsubara limit** (`pole_tendsto_matsubara`): for fixed \(k\), \(2N\tan\theta_k\to(2k+1)\pi\), the fermionic Matsubara frequency in units of temperature.

The angle \(\theta_k\) is `poleAngle N k`. The condition \(\cos\theta_k\ne0\) removes the angles at which the tangent is infinite. For \(N=1\) it removes all of them, in agreement with \(D_1=2\), which has no zeros.

The convergence is pointwise, with no rate and no uniformity in \(z\) or \(k\). The function has a scalar argument, so matrices and resolvents do not enter. Nor does the symmetry keep the occupation between 0 and 1: \(f_1(x)=\tfrac12-\tfrac x4\) is negative for \(x>2\). At any fixed \(N\) the approximation fails for levels far enough from the chemical potential: \(f_2(x)\), for example, tends to \(\tfrac12\) as \(x\to\pm\infty\), where the Fermi function tends to 0 or 1.

## Symmetry and the imaginary axis

Changing \(z\) to \(-z\) changes \(u\) to \(-u\). This exchanges the two terms of \(D_N\) and leaves their sum alone, so

\[
f_N(-z)+f_N(z)=\frac{(1+u)^N+(1-u)^N}{D_N(z)}=1 .
\]

Now let \(D_N(z)=0\). Then \((1+u)^N=-(1-u)^N\), and taking moduli gives \(|1+u|^N=|1-u|^N\), hence \(|1+u|=|1-u|\). Squaring,

\[
1+2\operatorname{Re}u+|u|^2=1-2\operatorname{Re}u+|u|^2 ,
\]

so \(\operatorname{Re}u=0\) and \(\operatorname{Re}z=2N\operatorname{Re}u=0\).

For \(z\ne2N\) we have \(1+R_N(z)=D_N(z)/(1-u)^N\). A solution of \(R_N(z)=-1\) is therefore a zero of \(D_N\), and so purely imaginary. A real zero of \(D_N\) could only be \(x=0\), but \(D_N(0)=2\). Hence \(f_N\) has no pole on the real line. Conversely, every zero of \(D_N\) is a pole of \(f_N\), because the numerator \((1-u)^N\) vanishes only at \(z=2N\), where \(D_N=2^N\).

## Where the poles sit

Write a point of the imaginary axis as \(z=2N\,i\tan\theta\) with \(\cos\theta\ne0\), so that \(u=i\tan\theta\). Since \((1\pm i\tan\theta)\cos\theta=\cos\theta\pm i\sin\theta\), de Moivre's formula gives

\[
D_N(z)\cos^N\theta=(\cos N\theta+i\sin N\theta)+(\cos N\theta-i\sin N\theta)=2\cos N\theta .
\]

The factor \(\cos^N\theta\) is not zero, so \(D_N(z)=0\) exactly when \(\cos N\theta=0\), that is, when \(N\theta=(2k+1)\pi/2\) for some integer \(k\). This is \(\theta=\theta_k\). At \(N=2\), \(k=0\) it gives \(4i\tan(\pi/4)=4i\), as found above.

For the limit at fixed \(k\), put \(h=1/(2N)\). Then

\[
2N\tan\theta_k=\frac{\tan\big((2k+1)\pi h\big)}{h}\longrightarrow(2k+1)\pi ,
\]

because the quotient is a difference quotient at zero and the tangent has slope 1 there.

## The limit of the occupation

From \((1+t/N)^N\to e^t\) with \(t=\pm z/2\) we get \((1\pm u)^N\to e^{\pm z/2}\). Therefore

\[
f_N(z)\longrightarrow\frac{e^{-z/2}}{e^{z/2}+e^{-z/2}}
=\frac{e^{-z/2}}{e^{-z/2}(1+e^z)}=\frac1{1+e^z},
\]

provided that the limiting denominator is not zero, which is the condition \(1+e^z\ne0\). For real \(z\) it always holds.

## The Lean file

```lean
import Mathlib

open Filter Topology

namespace FermiPoleExpansion

noncomputable section

/-- The rational approximation `R_N(z)` of the inverse Boltzmann factor `exp z`,
for `N ≥ 1` and `z ≠ 2N`. -/
def expApprox (N : ℕ) (z : ℂ) : ℂ :=
  ((1 + z / (2 * N)) / (1 - z / (2 * N))) ^ N

/-- The polynomial `(1 + z/(2N))^N + (1 - z/(2N))^N`, for `N ≥ 1`. -/
def poleDenominator (N : ℕ) (z : ℂ) : ℂ :=
  (1 + z / (2 * N)) ^ N + (1 - z / (2 * N)) ^ N

/-- The rational occupation function `f_N(z)` with denominators cleared, for `N ≥ 1` and
`z` not a zero of `poleDenominator N`. -/
def occupation (N : ℕ) (z : ℂ) : ℂ :=
  (1 - z / (2 * N)) ^ N / poleDenominator N z

/-- The angle `(2k+1)π/(2N)`, for `N ≥ 1`. -/
def poleAngle (N : ℕ) (k : ℤ) : ℝ := (2 * k + 1) * Real.pi / (2 * N)

/-- Away from `z = 2N`, the sum `1 + R_N(z)` is `poleDenominator N z` divided by
`(1 - z/(2N))^N`. -/
theorem one_add_expApprox {N : ℕ} {z : ℂ} (hz : z ≠ 2 * N) :
    1 + expApprox N z = poleDenominator N z / (1 - z / (2 * N)) ^ N := by
  have h : 1 - z / (2 * (N : ℂ)) ≠ 0 := fun h =>
    hz (eq_of_div_eq_one (sub_eq_zero.1 h).symm)
  have hp := pow_ne_zero N h
  unfold expApprox poleDenominator
  rw [div_pow, add_div, div_self hp]
  exact add_comm _ _

/-- Away from `z = 2N`, the occupation function is `1 / (1 + R_N(z))`. -/
theorem occupation_eq {N : ℕ} {z : ℂ} (hz : z ≠ 2 * N) :
    occupation N z = 1 / (1 + expApprox N z) := by
  rw [one_add_expApprox hz, one_div_div, occupation]

/-- Particle-hole symmetry `f_N(-z) = 1 - f_N(z)` at every complex `z` where the
denominator of `f_N` does not vanish. -/
theorem occupation_neg {N : ℕ} {z : ℂ} (h : poleDenominator N z ≠ 0) :
    occupation N (-z) = 1 - occupation N z := by
  have e1 : 1 + -z / (2 * (N : ℂ)) = 1 - z / (2 * N) := by ring
  have e2 : 1 - -z / (2 * (N : ℂ)) = 1 + z / (2 * N) := by ring
  unfold occupation poleDenominator at *
  rw [e1, e2, eq_sub_iff_add_eq,
    add_comm ((1 - z / (2 * (N : ℂ))) ^ N) ((1 + z / (2 * (N : ℂ))) ^ N),
    ← add_div, div_self h]

/-- Every zero of the denominator of `f_N` is purely imaginary. -/
theorem re_eq_zero_of_pole {N : ℕ} {z : ℂ} (h : poleDenominator N z = 0) :
    z.re = 0 := by
  rcases Nat.eq_zero_or_pos N with rfl | hN
  · norm_num [poleDenominator] at h
  have hNc : (N : ℂ) ≠ 0 := Nat.cast_ne_zero.2 hN.ne'
  -- a point equally far from 1 and -1 lies on the imaginary axis
  have key : ∀ u : ℂ, ‖1 + u‖ = ‖1 - u‖ → u.re = 0 := by
    intro u hu
    have h2 : Complex.normSq (1 + u) = Complex.normSq (1 - u) := by
      rw [← Complex.sq_norm, ← Complex.sq_norm, hu]
    simp only [Complex.normSq_apply, Complex.add_re, Complex.add_im, Complex.sub_re,
      Complex.sub_im, Complex.one_re, Complex.one_im] at h2
    linarith
  have hp : ‖1 + z / (2 * (N : ℂ))‖ ^ N = ‖1 - z / (2 * (N : ℂ))‖ ^ N := by
    rw [← norm_pow, ← norm_pow, eq_neg_of_add_eq_zero_left h, norm_neg]
  have hr := key _ ((pow_left_inj₀ (norm_nonneg _) (norm_nonneg _) hN.ne').1 hp)
  have hc : z = ((2 * N : ℝ) : ℂ) * (z / (2 * N)) := by
    push_cast
    field_simp
  rw [hc, Complex.re_ofReal_mul, hr, mul_zero]

/-- On the imaginary axis, at `z = 2N i tan θ`, the denominator of `f_N` times `cos^N θ`
is `2 cos(Nθ)`. -/
theorem poleDenominator_tan {N : ℕ} (hN : N ≠ 0) {θ : ℝ} (hθ : Real.cos θ ≠ 0) :
    poleDenominator N (2 * N * (Real.tan θ : ℂ) * Complex.I) * (Real.cos θ : ℂ) ^ N
      = ((2 * Real.cos (N * θ) : ℝ) : ℂ) := by
  have hNc : (N : ℂ) ≠ 0 := Nat.cast_ne_zero.2 hN
  have hu : 2 * N * (Real.tan θ : ℂ) * Complex.I / (2 * N)
      = (Real.tan θ : ℂ) * Complex.I := by
    field_simp
  have ht : (Real.tan θ : ℂ) * (Real.cos θ : ℂ) = (Real.sin θ : ℂ) := by
    rw [← Complex.ofReal_mul, Real.tan_mul_cos hθ]
  have e1 : (1 + (Real.tan θ : ℂ) * Complex.I) * (Real.cos θ : ℂ)
      = Complex.cos θ + Complex.sin θ * Complex.I := by
    rw [← Complex.ofReal_cos, ← Complex.ofReal_sin]
    linear_combination Complex.I * ht
  have e2 : (1 - (Real.tan θ : ℂ) * Complex.I) * (Real.cos θ : ℂ)
      = Complex.cos (-θ) + Complex.sin (-θ) * Complex.I := by
    rw [Complex.cos_neg, Complex.sin_neg, ← Complex.ofReal_cos, ← Complex.ofReal_sin]
    linear_combination -Complex.I * ht
  unfold poleDenominator
  -- de Moivre's formula for both terms
  rw [hu, add_mul, ← mul_pow, ← mul_pow, e1, e2, Complex.cos_add_sin_mul_I_pow,
    Complex.cos_add_sin_mul_I_pow, mul_neg, Complex.cos_neg, Complex.sin_neg]
  push_cast
  ring

/-- The zeros of the denominator of `f_N` are exactly the points `2N i tan((2k+1)π/(2N))`
with `k` an integer for which the tangent is finite. -/
theorem pole_iff {N : ℕ} (hN : N ≠ 0) (z : ℂ) :
    poleDenominator N z = 0 ↔ ∃ k : ℤ, Real.cos (poleAngle N k) ≠ 0 ∧
      z = 2 * N * (Real.tan (poleAngle N k) : ℂ) * Complex.I := by
  have hNr : (N : ℝ) ≠ 0 := Nat.cast_ne_zero.2 hN
  have hNc : (N : ℂ) ≠ 0 := Nat.cast_ne_zero.2 hN
  constructor
  · intro h
    have hre := re_eq_zero_of_pole h
    obtain ⟨θ, hcos, hz⟩ : ∃ θ : ℝ, Real.cos θ ≠ 0 ∧
        z = 2 * N * (Real.tan θ : ℂ) * Complex.I := by
      refine ⟨Real.arctan (z.im / (2 * N)), (Real.cos_arctan_pos _).ne', ?_⟩
      have hm : 2 * (N : ℂ) * ((z.im / (2 * N) : ℝ) : ℂ) = (z.im : ℂ) := by
        push_cast
        field_simp
      rw [Real.tan_arctan, hm]
      apply Complex.ext <;> simp [hre]
    have hk := poleDenominator_tan hN hcos
    rw [← hz, h, zero_mul] at hk
    have h2 := Complex.ofReal_eq_zero.1 hk.symm
    have h0 : Real.cos (N * θ) = 0 := by linarith
    obtain ⟨k, hk'⟩ := Real.cos_eq_zero_iff.1 h0
    have hθ : θ = poleAngle N k := by
      unfold poleAngle
      rw [eq_div_iff (mul_ne_zero two_ne_zero hNr)]
      linarith
    subst hθ
    exact ⟨k, hcos, hz⟩
  · rintro ⟨k, hcos, rfl⟩
    have hk := poleDenominator_tan hN hcos
    have h0 : Real.cos (N * poleAngle N k) = 0 :=
      Real.cos_eq_zero_iff.2 ⟨k, by unfold poleAngle; field_simp⟩
    rw [h0, mul_zero, Complex.ofReal_zero] at hk
    exact (mul_eq_zero.1 hk).resolve_right
      (pow_ne_zero _ (Complex.ofReal_ne_zero.2 hcos))

/-- For fixed `k`, the numbers `2N tan((2k+1)π/(2N))` tend to the fermionic Matsubara
frequency `(2k+1)π` (in units of temperature) as `N` grows. -/
theorem pole_tendsto_matsubara (k : ℤ) :
    Tendsto (fun N : ℕ => 2 * (N : ℝ) * Real.tan (poleAngle N k)) atTop
      (𝓝 ((2 * k + 1) * Real.pi)) := by
  have hd : HasDerivAt (fun t : ℝ => Real.tan ((2 * k + 1) * Real.pi * t))
      ((2 * k + 1) * Real.pi) 0 := by
    have h1 : HasDerivAt (fun t : ℝ => (2 * k + 1) * Real.pi * t)
        ((2 * k + 1) * Real.pi) 0 := by
      simpa using (hasDerivAt_id (0 : ℝ)).const_mul ((2 * k + 1) * Real.pi)
    have h2 : HasDerivAt Real.tan 1 ((2 * k + 1) * Real.pi * 0) := by
      simpa using Real.hasDerivAt_tan (x := 0) (by simp)
    simpa [Function.comp_def] using h2.comp (0 : ℝ) h1
  -- the step 1/(2N) tends to zero without reaching it
  have hs : Tendsto (fun N : ℕ => (2 * (N : ℝ))⁻¹) atTop (𝓝[≠] 0) := by
    refine tendsto_nhdsWithin_iff.2 ⟨tendsto_inv_atTop_zero.comp
      (tendsto_natCast_atTop_atTop.const_mul_atTop two_pos), ?_⟩
    filter_upwards [eventually_gt_atTop 0] with N hN
    have hNr : (0 : ℝ) < N := Nat.cast_pos.2 hN
    exact (inv_pos.2 (mul_pos two_pos hNr)).ne'
  refine (hd.tendsto_slope_zero.comp hs).congr fun N => ?_
  simp only [Function.comp_apply, zero_add, mul_zero, Real.tan_zero, sub_zero, inv_inv,
    smul_eq_mul, poleAngle, div_eq_mul_inv]

/-- At every complex `z` with `1 + exp z ≠ 0`, the occupation functions `f_N(z)` tend to the
Fermi function `1/(1 + exp z)`. -/
theorem occupation_tendsto {z : ℂ} (hz : 1 + Complex.exp z ≠ 0) :
    Tendsto (fun N : ℕ => occupation N z) atTop (𝓝 (1 / (1 + Complex.exp z))) := by
  have h1 : Tendsto (fun N : ℕ => (1 + z / (2 * (N : ℂ))) ^ N) atTop
      (𝓝 (Complex.exp (z / 2))) := by
    refine (Complex.tendsto_one_add_div_pow_exp (z / 2)).congr fun N => ?_
    rw [div_div]
  have h2 : Tendsto (fun N : ℕ => (1 - z / (2 * (N : ℂ))) ^ N) atTop
      (𝓝 (Complex.exp (-(z / 2)))) := by
    refine (Complex.tendsto_one_add_div_pow_exp (-(z / 2))).congr fun N => ?_
    rw [neg_div, div_div, ← sub_eq_add_neg]
  have hs : Complex.exp (z / 2) + Complex.exp (-(z / 2))
      = Complex.exp (-(z / 2)) * (1 + Complex.exp z) := by
    rw [mul_add, mul_one, ← Complex.exp_add, show -(z / 2) + z = z / 2 by ring, add_comm]
  have h := h2.div (h1.add h2) (by rw [hs]; exact mul_ne_zero (Complex.exp_ne_zero _) hz)
  rw [hs, div_mul_cancel_left₀ (Complex.exp_ne_zero _), ← one_div] at h
  exact h

/-- At every real energy `x`, each `f_N` obeys particle-hole symmetry and the sequence
`f_N(x)` tends to the Fermi function `1/(1 + exp x)`. -/
theorem occupation_real (x : ℝ) :
    (∀ N : ℕ, occupation N (-(x : ℂ)) = 1 - occupation N x) ∧
      Tendsto (fun N : ℕ => occupation N x) atTop
        (𝓝 ((1 / (1 + Real.exp x) : ℝ) : ℂ)) := by
  constructor
  · intro N
    refine occupation_neg fun h => ?_
    -- a real zero would have to sit at x = 0, where the denominator is 2
    have hx : x = 0 := by simpa using re_eq_zero_of_pole h
    subst hx
    norm_num [poleDenominator] at h
  · have he : 1 + Complex.exp x = ((1 + Real.exp x : ℝ) : ℂ) := by simp
    have hne : 1 + Complex.exp x ≠ 0 := by
      rw [he]
      exact Complex.ofReal_ne_zero.2 (by positivity)
    rw [Complex.ofReal_div, Complex.ofReal_one, ← he]
    exact occupation_tendsto hne

end

end FermiPoleExpansion
```

```lean
#print axioms FermiPoleExpansion.occupation_eq
-- 'FermiPoleExpansion.occupation_eq' depends on axioms: [propext, Classical.choice, Quot.sound]
#print axioms FermiPoleExpansion.pole_iff
-- 'FermiPoleExpansion.pole_iff' depends on axioms: [propext, Classical.choice, Quot.sound]
#print axioms FermiPoleExpansion.pole_tendsto_matsubara
-- 'FermiPoleExpansion.pole_tendsto_matsubara' depends on axioms: [propext, Classical.choice, Quot.sound]
#print axioms FermiPoleExpansion.occupation_real
-- 'FermiPoleExpansion.occupation_real' depends on axioms: [propext, Classical.choice, Quot.sound]
```

## How the proof follows the derivation

`one_add_expApprox` puts \(1+R_N\) over a common denominator, and `occupation_eq` inverts the result. In `occupation_neg`, the equations `e1` and `e2` record the exchange of \(1+u\) and \(1-u\). The two fractions are then added and `div_self h` reduces their sum to 1.

In `re_eq_zero_of_pole`, the auxiliary statement `key` is the squared-modulus calculation: `Complex.normSq_apply` expands both sides in real and imaginary parts, and `linarith` finds that the real part vanishes. The equality `hp` comes from taking norms of \((1+u)^N=-(1-u)^N\). The last lines return from \(u\) to \(z\).

`poleDenominator_tan` is the identity \(D_N\cos^N\theta=2\cos N\theta\). Its `e1` and `e2` turn \((1\pm i\tan\theta)\cos\theta\) into the form that `Complex.cos_add_sin_mul_I_pow`, de Moivre's formula, accepts. In the forward direction of `pole_iff`, the angle is the arctangent of \(\operatorname{Im}z/(2N)\), whose cosine is positive, and `Real.cos_eq_zero_iff` supplies the integer \(k\). The backward direction uses the same identity and cancels the nonzero power of the cosine.

For the Matsubara limit, `hd` is the derivative of \(t\mapsto\tan((2k+1)\pi t)\) at zero. The statement `hs` says that \(1/(2N)\) tends to zero and is eventually different from zero, as a difference quotient requires. `tendsto_slope_zero` combines the two.

In `occupation_tendsto`, `h1` and `h2` are the two exponential limits and `hs` is the factorisation of the limiting denominator. `occupation_real` specialises to real energies and uses \(D_N(0)=2\) to exclude a real pole.

## Taking the \(N\)th root safely

The argument for the imaginary axis turns on `pow_left_inj₀`. From \((1+u)^N=-(1-u)^N\) one can't simply take an \(N\)th root, since a nonzero complex number has \(N\) of them. After the passage to norms, both sides are powers of non-negative real numbers, and there the \(N\)th power is injective for \(N\ne0\).

The lemma asks for just these facts: two proofs of non-negativity, given by `norm_nonneg _`, and a proof that the exponent is not zero, given by `hN.ne'`. It returns an equivalence between equality of the powers and equality of the bases, and `.1` selects the direction from powers to bases. The phases lost in this step are what `poleDenominator_tan` later recovers, when it fixes the positions along the axis.

## The symmetry at a pole

The hypothesis \(D_N(z)\ne0\) in `occupation_neg` is needed already at \(N=2\). At \(z=4i\) we have \(u=i\) and

\[
D_2(4i)=(1+i)^2+(1-i)^2=2i-2i=0 ,
\]

and likewise at \(z=-4i\). Both \(f_2(4i)\) and \(f_2(-4i)\) are then undefined as ordinary quotients. Lean assigns the value 0 to a division by zero, so without the hypothesis the theorem would claim \(0=1-0\), which is false.
